# Brillouin's theorem as a matrix element: a one- and two-body Hamiltonian couples a determinant to its single excitations through the Fock matrix

Q: After a Hartree–Fock calculation converges, a configuration interaction singles program diagonalises H among the singly excited determinants and leaves the reference determinant out. That is safe only if H has no matrix element between the reference and any single. I know this as Brillouin's theorem. What exactly do you prove?

A: The value of that matrix element, for any determinant, optimised or not. Take an orthonormal set of spin orbitals, and let y be the normalised reference, i an occupied spin orbital and v a virtual one. Write a_p for the annihilator of spin orbital p and c_p for its creator, which textbooks call a_p†. The Hamiltonian is

H = Σ_pq h(p,q) c_p a_q + ¼ Σ_pqrs A(p,q,r,s) c_p c_q a_s a_r

with one-body integrals h and antisymmetrised two-body integrals A, usually written ⟨pq||rs⟩. The result is

⟨c_v a_i y, H y⟩ = f(v,i) = h(v,i) + Σ_j A(v,j,i,j), with j over the occupied orbitals.

All singles therefore decouple from y exactly when the virtual–occupied block of the Fock matrix f vanishes.

Q: Show me the derivation before any code.

A: Three facts suffice: a_v y = 0 for virtual v, c_i y = 0 for occupied i, and the anticommutation relations. First take the one-particle density matrix,

⟨a_p y, a_q y⟩ = ⟨y, c_p a_q y⟩.

It is zero if p is virtual. If p is occupied, c_p a_q y = δ_pq y − a_q c_p y = δ_pq y, so the value is δ_pq.

For the one-body term, move c_v across the inner product, where it becomes a_v, and then push a_v to the right. It anticommutes past the annihilators and kills y, so only the delta survives:

⟨c_v a_i y, c_p a_q y⟩ = δ_pv ⟨a_i y, a_q y⟩ = δ_pv δ_iq.

Summing against h(p,q) gives h(v,i). In the two-body term a_v passes two creators:

⟨c_v a_i y, c_p c_q a_s a_r y⟩ = δ_pv ⟨a_i y, c_q a_s a_r y⟩ − δ_qv ⟨a_i y, c_p a_s a_r y⟩.

Each remaining bracket is evaluated by moving c_q to the left, exchanging two annihilators, and moving a_i back to the right as c_i:

⟨a_i y, c_q a_s a_r y⟩ = −⟨a_q y, c_i a_s a_r y⟩

c_i a_s a_r y = δ_is a_r y − a_s c_i a_r y = δ_is a_r y − δ_ir a_s y

⟨a_i y, c_q a_s a_r y⟩ = δ_ir ⟨a_q y, a_s y⟩ − δ_is ⟨a_q y, a_r y⟩.

Insert the density matrix and sum the deltas. The two-body contribution is

¼ Σ_j [A(v,j,i,j) − A(v,j,j,i) − A(j,v,i,j) + A(j,v,j,i)], with j occupied.

By antisymmetry all four terms, signs included, equal A(v,j,i,j). The factor ¼ cancels, and the mean field remains.

Q: Now the formal version. What is the state space?

A: Any complex inner product space `E`, with spin orbitals labelled by a type `n`. Lean's inner product is conjugate-linear in its first argument, as in Dirac notation.

```lean
import Mathlib

open scoped InnerProductSpace ComplexConjugate

namespace BrillouinTheorem

noncomputable section

variable {n E : Type*} [DecidableEq n] [NormedAddCommGroup E] [InnerProductSpace ℂ E]
```

Q: And what makes the operators fermionic?

A: This structure.

```lean
/-- Fermionic annihilators `a p` and creators `c p`: they are mutually adjoint and satisfy
the canonical anticommutation relations. -/
structure IsCAR (a c : n → E →ₗ[ℂ] E) : Prop where
  adj : ∀ p x z, ⟪c p x, z⟫_ℂ = ⟪x, a p z⟫_ℂ
  anti : ∀ p q x, a p (a q x) + a q (a p x) = 0
  mixed : ∀ p q x, a p (c q x) + c q (a p x) = if q = p then x else 0
```

`adj` says that c_p is the adjoint of a_p. `anti` carries the Pauli principle, and the Kronecker delta in `mixed` says that the spin orbitals are orthonormal. The relation for two creators follows from `adj` and `anti` by taking adjoints, so it isn't listed.

Q: I see no Slater determinant.

A: It enters through its occupations.

```lean
/-- A normalised reference state `y` in which the orbitals of `occ` are filled and all
others are empty. -/
structure IsReference (a c : n → E →ₗ[ℂ] E) (occ : Finset n) (y : E) : Prop where
  unit : ‖y‖ = 1
  virt : ∀ p, p ∉ occ → a p y = 0
  filled : ∀ p, p ∈ occ → c p y = 0
```

In the usual Fock space these conditions fix the determinant with the orbitals of `occ` filled, up to a phase. A correlated state fails them, because its occupations are fractional.

Q: What about the integrals?

A: They are arbitrary complex numbers with the required exchange signs.

```lean
/-- Two-body integrals that change sign when the two bra indices or the two ket indices
are exchanged. -/
structure IsAntisymm (A : n → n → n → n → ℂ) : Prop where
  bra : ∀ p q r s, A p q r s = -A q p r s
  ket : ∀ p q r s, A p q r s = -A p q s r
```

For a real molecule you set A(p,q,r,s) = ⟨pq|rs⟩ − ⟨pq|sr⟩, which changes sign under either exchange. Neither `h` nor `A` has to be Hermitian. If they aren't, the theorem covers only the matrix element with the single in the bra; the reverse element ⟨y, H c_v a_i y⟩ need not be its conjugate. The Hamiltonian and the Fock matrix follow the formulas above; note the order a_s a_r.

```lean
/-- The Hamiltonian `∑ h(p,q) c_p a_q + 1/4 ∑ A(p,q,r,s) c_p c_q a_s a_r`. -/
def hamiltonian [Fintype n] (a c : n → E →ₗ[ℂ] E) (h : n → n → ℂ)
    (A : n → n → n → n → ℂ) : E →ₗ[ℂ] E :=
  ∑ p, ∑ q, h p q • (c p ∘ₗ a q) +
    (1 / 4 : ℂ) • ∑ p, ∑ q, ∑ r, ∑ s, A p q r s • (c p ∘ₗ c q ∘ₗ a s ∘ₗ a r)

/-- The Fock matrix: the one-body integral plus the mean field of the occupied orbitals. -/
def fock (h : n → n → ℂ) (A : n → n → n → n → ℂ) (occ : Finset n) (p q : n) : ℂ :=
  h p q + ∑ j ∈ occ, A p j q j
```

The sums run over a finite set of spin orbitals, as in any basis-set calculation. There are no three-body forces.

Q: Then where is Hartree–Fock? The theorem I learned says that the optimised determinant doesn't mix with singles.

A: That needs one further step: for a Hermitian H, an energy that is stationary under every mixing of occupied with virtual spin orbitals makes f(v,i) vanish for every virtual v and occupied i. The hypotheses contain no energy minimisation, so you supply that step, or read the block off your converged Fock matrix. Optimisation under constraints may not deliver it. In high-spin restricted open-shell Hartree–Fock, the elements f(v,i) between a doubly occupied and an empty spatial orbital only have to cancel between the two spins. Each can be non-zero, and the formula then gives the coupling that remains.

Q: Take me through the proof. Does it follow your derivation?

A: Closely. The first lemma is the adjoint relation read in the other direction, obtained by complex conjugation.

```lean
variable {a c : n → E →ₗ[ℂ] E} {occ : Finset n} {y : E}

/-- An annihilator moves to the other side of an inner product as the creator of the
same orbital. -/
theorem IsCAR.adj' (hC : IsCAR a c) (p : n) (x z : E) :
    ⟪a p x, z⟫_ℂ = ⟪x, c p z⟫_ℂ := by
  rw [← inner_conj_symm (a p x) z, ← hC.adj p z x, inner_conj_symm]
```

Next come c_p a_q y = δ_pq y for occupied p, and the density matrix built from it. The proof of `density` splits on whether p is occupied and uses ‖y‖ = 1 for the diagonal.

```lean
/-- Refilling an occupied orbital `p` after emptying orbital `q` restores the reference
if `p = q` and gives zero otherwise. -/
theorem refill (hC : IsCAR a c) (hR : IsReference a c occ y) {p : n} (hp : p ∈ occ)
    (q : n) : c p (a q y) = if p = q then y else 0 := by
  have h := hC.mixed q p y
  rwa [hR.filled p hp, map_zero, zero_add] at h

/-- The one-particle density matrix of the reference is diagonal, with entry one for
occupied and zero for virtual orbitals. -/
theorem density (hC : IsCAR a c) (hR : IsReference a c occ y) (p q : n) :
    ⟪a p y, a q y⟫_ℂ = if p ∈ occ then (if p = q then 1 else 0) else 0 := by
  by_cases hp : p ∈ occ
  · rw [hC.adj', refill hC hR hp q, if_pos hp]
    split_ifs <;> simp [inner_self_eq_norm_sq_to_K, hR.unit]
  · simp [hp, hR.virt p hp]
```

The next lemma lets a_v pass other annihilators: an empty orbital stays empty when another particle is removed. With it, `one_body` is the calculation that gave δ_pv δ_iq.

```lean
/-- If orbital `v` is empty in a state, it stays empty when another annihilator acts. -/
theorem stays_empty (hC : IsCAR a c) {v : n} {x : E} (hx : a v x = 0) (q : n) :
    a v (a q x) = 0 := by
  have h := hC.anti v q x
  rwa [hx, map_zero, add_zero] at h

/-- One-body matrix element: for `i` occupied and `v` virtual, the single excitation
`c_v a_i y` overlaps with `c_p a_q y` only if `p = v` and `q = i`, and then the overlap is one. -/
theorem one_body (hC : IsCAR a c) (hR : IsReference a c occ y) {v i : n}
    (hv : v ∉ occ) (hi : i ∈ occ) (p q : n) :
    ⟪c v (a i y), c p (a q y)⟫_ℂ = if p = v then (if i = q then 1 else 0) else 0 := by
  have h1 := hC.mixed v p (a q y)
  rw [stays_empty hC (hR.virt v hv) q, map_zero, add_zero] at h1
  rw [hC.adj, h1]
  by_cases h : p = v
  · simp only [if_pos h]
    rw [density hC hR, if_pos hi]
  · simp [h]
```

Q: And the two-body part?

A: `two_body` pushes a_v past both creators, with `h1` and `h2` recording the two anticommutations. In `contraction`, `h3` is the exchange of annihilators and `h4` is the formula for c_i a_s a_r y.

```lean
/-- Two-body matrix element, first step: the virtual orbital `v` of the single excitation
must be filled by one of the two creators. -/
theorem two_body (hC : IsCAR a c) (hR : IsReference a c occ y) {v : n}
    (hv : v ∉ occ) (i p q r s : n) :
    ⟪c v (a i y), c p (c q (a s (a r y)))⟫_ℂ =
      (if p = v then ⟪a i y, c q (a s (a r y))⟫_ℂ else 0) -
        (if q = v then ⟪a i y, c p (a s (a r y))⟫_ℂ else 0) := by
  have h0 := stays_empty hC (stays_empty hC (hR.virt v hv) r) s
  have h1 := hC.mixed v q (a s (a r y))
  rw [h0, map_zero, add_zero] at h1
  have h2 := hC.mixed v p (c q (a s (a r y)))
  rw [h1] at h2
  rw [hC.adj, eq_sub_of_add_eq h2, inner_sub_right]
  split_ifs <;> simp

/-- Two-body matrix element, second step: for `i` occupied, one of the two annihilators
must empty `i`, and the other leaves a one-particle density matrix element. -/
theorem contraction (hC : IsCAR a c) (hR : IsReference a c occ y) {i : n}
    (hi : i ∈ occ) (q r s : n) :
    ⟪a i y, c q (a s (a r y))⟫_ℂ =
      (if i = r then ⟪a q y, a s y⟫_ℂ else 0) - (if i = s then ⟪a q y, a r y⟫_ℂ else 0) := by
  have h2 := hC.mixed s i (a r y)
  rw [refill hC hR hi r] at h2
  have h3 : a q (a i y) = -(a i (a q y)) := eq_neg_of_add_eq_zero_left (hC.anti q i y)
  have h4 : c i (a s (a r y)) =
      (if i = s then a r y else 0) - a s (if i = r then y else 0) := by
    rw [← h2]; abel
  rw [← hC.adj' q (a i y), h3, inner_neg_left, hC.adj' i, h4, inner_sub_right]
  split_ifs <;> simp
```

The main theorem assembles these.

```lean
/-- **Brillouin theorem**: for antisymmetric `A`, `i` occupied and `v` virtual, the
Hamiltonian couples the reference to the single excitation `c_v a_i y` by the Fock
matrix element `(v, i)`. -/
theorem brillouin [Fintype n] (hC : IsCAR a c) (hR : IsReference a c occ y)
    (h : n → n → ℂ) {A : n → n → n → n → ℂ} (hA : IsAntisymm A) {v i : n}
    (hv : v ∉ occ) (hi : i ∈ occ) :
    ⟪c v (a i y), hamiltonian a c h A y⟫_ℂ = fock h A occ v i := by
  -- a condition that does not involve the summation index leaves the sum
  have pull : ∀ (P : Prop) [Decidable P] (f : n → ℂ),
      ∑ x, (if P then f x else 0) = if P then ∑ x, f x else 0 := by
    intro P _ f
    split_ifs <;> simp
  -- by antisymmetry the four sums agree up to sign
  have e1 : ∑ j ∈ occ, A v j j i = -∑ j ∈ occ, A v j i j := by
    rw [← Finset.sum_neg_distrib]
    exact Finset.sum_congr rfl fun j _ => hA.ket v j j i
  have e2 : ∑ j ∈ occ, A j v i j = -∑ j ∈ occ, A v j i j := by
    rw [← Finset.sum_neg_distrib]
    exact Finset.sum_congr rfl fun j _ => hA.bra j v i j
  have e3 : ∑ j ∈ occ, A j v j i = ∑ j ∈ occ, A v j i j :=
    Finset.sum_congr rfl fun j _ => by rw [hA.bra j v j i, hA.ket v j j i, neg_neg]
  simp only [hamiltonian, LinearMap.add_apply, LinearMap.smul_apply, LinearMap.sum_apply,
    LinearMap.comp_apply, inner_add_right, inner_smul_right, inner_sum]
  simp only [one_body hC hR hv hi, two_body hC hR hv, contraction hC hR hi, density hC hR]
  -- sum over all Kronecker deltas
  simp only [mul_sub, mul_ite, mul_one, mul_zero, pull, Finset.sum_sub_distrib,
    Finset.sum_ite_eq, Finset.sum_ite_eq', Finset.mem_univ, if_true, Finset.sum_ite_mem,
    Finset.univ_inter]
  unfold fock
  linear_combination (-1 / 4 : ℂ) * e1 - (1 / 4 : ℂ) * e2 + (1 / 4 : ℂ) * e3
```

The equations `e1`, `e2` and `e3` are the antisymmetry relations between the four sums. The first `simp only` expands H inside the inner product, the second inserts the matrix elements, and the third sums the deltas. The final `linear_combination` adds the four quarters.

Q: You said "exactly when". Is the converse a separate argument?

A: No. The coupling equals the Fock element for each pair, so one vanishes when the other does.

```lean
/-- For antisymmetric `A`, all single excitations decouple from the reference exactly when
the virtual-occupied block of the Fock matrix vanishes. -/
theorem singles_decouple_iff [Fintype n] (hC : IsCAR a c) (hR : IsReference a c occ y)
    (h : n → n → ℂ) {A : n → n → n → n → ℂ} (hA : IsAntisymm A) :
    (∀ v i, v ∉ occ → i ∈ occ → ⟪c v (a i y), hamiltonian a c h A y⟫_ℂ = 0) ↔
      ∀ v i, v ∉ occ → i ∈ occ → fock h A occ v i = 0 := by
  constructor
  · intro H v i hv hi
    rw [← brillouin hC hR h hA hv hi]
    exact H v i hv hi
  · intro H v i hv hi
    rw [brillouin hC hR h hA hv hi]
    exact H v i hv hi
```

If there are no occupied or no virtual orbitals, there are no singles and both sides hold trivially. "Decouple" refers to the direct matrix element with y. In a calculation with doubles, singles can still enter the ground state through their coupling to the doubles.

Q: For a closed-shell reference, programs often use spin-adapted singles, which are combinations of these.

A: Then you need the coupling of a superposition with amplitudes t(v,i).

```lean
/-- For antisymmetric `A`, a superposition of singles with amplitudes `t` couples to the
reference by the Fock elements weighted with the conjugate amplitudes. -/
theorem singles_superposition [Fintype n] (hC : IsCAR a c) (hR : IsReference a c occ y)
    (h : n → n → ℂ) {A : n → n → n → n → ℂ} (hA : IsAntisymm A) (t : n → n → ℂ) :
    ⟪∑ i ∈ occ, ∑ v ∈ occᶜ, t v i • c v (a i y), hamiltonian a c h A y⟫_ℂ =
      ∑ i ∈ occ, ∑ v ∈ occᶜ, conj (t v i) * fock h A occ v i := by
  simp only [sum_inner, inner_smul_left]
  refine Finset.sum_congr rfl fun i hi => Finset.sum_congr rfl fun v hv => ?_
  rw [brillouin hC hR h hA (Finset.mem_compl.mp hv) hi]
```

The amplitudes are conjugated because the superposition stands in the bra. The proof expands the sums and applies `brillouin` to each term. If the Fock block vanishes, so does every such coupling. A weighted sum can also vanish while single Fock elements do not.

Q: Could your assumptions be contradictory, so that all this is empty?

A: An explicit example rules that out: two fermionic modes on ℂ⁴, with mode 0 filled.

```lean
/-- The Fock space of two modes, with amplitudes ordered as empty, mode 0 filled,
mode 1 filled, both filled. -/
abbrev TwoModes := EuclideanSpace ℂ (Fin 4)

/-- The two annihilators on the Fock space of two modes. -/
def lower : Fin 2 → (TwoModes →ₗ[ℂ] TwoModes) :=
  ![{ toFun := fun x => !₂[x 1, 0, x 3, 0]
      map_add' := by intro x z; ext k; fin_cases k <;> simp
      map_smul' := by intro t x; ext k; fin_cases k <;> simp },
    { toFun := fun x => !₂[x 2, -x 3, 0, 0]
      map_add' := by intro x z; ext k; fin_cases k <;> simp; ring
      map_smul' := by intro t x; ext k; fin_cases k <;> simp }]

/-- The two creators on the Fock space of two modes. -/
def raise : Fin 2 → (TwoModes →ₗ[ℂ] TwoModes) :=
  ![{ toFun := fun x => !₂[0, x 0, 0, x 2]
      map_add' := by intro x z; ext k; fin_cases k <;> simp
      map_smul' := by intro t x; ext k; fin_cases k <;> simp },
    { toFun := fun x => !₂[0, 0, x 0, -x 1]
      map_add' := by intro x z; ext k; fin_cases k <;> simp; ring
      map_smul' := by intro t x; ext k; fin_cases k <;> simp }]
```

The minus signs in the operators for mode 1 are the fermionic phase from passing a filled mode 0. The theorem checks the operator relations and the reference state by explicit calculation in ℂ⁴, and the antisymmetry of the integrals by algebra.

```lean
/-- The two-mode operators, the state with only mode 0 filled, and the antisymmetrised
product of Kronecker deltas satisfy all the relations assumed above. -/
theorem brillouin_witness :
    IsCAR lower raise ∧ IsReference lower raise {0} !₂[0, 1, 0, 0] ∧
      IsAntisymm (fun p q r s : Fin 2 =>
        (1 : Matrix (Fin 2) (Fin 2) ℂ) p r * (1 : Matrix (Fin 2) (Fin 2) ℂ) q s -
          (1 : Matrix (Fin 2) (Fin 2) ℂ) p s * (1 : Matrix (Fin 2) (Fin 2) ℂ) q r) := by
  refine ⟨⟨?_, ?_, ?_⟩, ⟨?_, ?_, ?_⟩, ⟨?_, ?_⟩⟩
  · intro p x z
    fin_cases p <;> simp [lower, raise, PiLp.inner_apply, Fin.sum_univ_four]
  · intro p q x
    ext k
    fin_cases p <;> fin_cases q <;> fin_cases k <;> simp [lower]
  · intro p q x
    ext k
    fin_cases p <;> fin_cases q <;> fin_cases k <;> simp [lower, raise]
  · simp [EuclideanSpace.norm_eq, Fin.sum_univ_four]
  · intro p hp
    ext k
    fin_cases p <;> fin_cases k <;> simp [lower] at hp ⊢
  · intro p hp
    ext k
    fin_cases p <;> fin_cases k <;> simp [raise] at hp ⊢
  · intro p q r s
    ring
  · intro p q r s
    ring

end

end BrillouinTheorem
```

```lean
#print axioms BrillouinTheorem.two_body
#print axioms BrillouinTheorem.singles_decouple_iff
#print axioms BrillouinTheorem.singles_superposition
```

```
'BrillouinTheorem.two_body' depends on axioms: [propext, Classical.choice, Quot.sound]
'BrillouinTheorem.singles_decouple_iff' depends on axioms: [propext, Classical.choice, Quot.sound]
'BrillouinTheorem.singles_superposition' depends on axioms: [propext, Classical.choice, Quot.sound]
```

Here A(0,1,0,1) = 1, so the interaction is not zero. With only one occupied orbital, though, the mean field in f(1,0) is A(1,0,0,0), which antisymmetry sets to zero. The example establishes consistency; it doesn't exhibit a mean-field coupling.

Q: Does the same argument say anything about doubles?

A: Yes. For virtual v, w and occupied i, j, push both a_v and a_w to the right. The one-body part drops out, since it has only one creator to absorb two virtual annihilators, and the four equal two-body terms give

⟨c_v c_w a_j a_i y, H y⟩ = A(v,w,i,j).

I have given this one as ordinary algebra, without a Lean proof. Triples and higher excitations have no matrix element with y, because each term of H replaces at most two orbitals. Together with the two formulas, this shows which determinants enter the first-order wavefunction of Møller–Plesset theory in a finite spin-orbital basis: with a vanishing virtual–occupied Fock block, the singles are absent and the doubles enter through A.
